# The Boltzmann factors of a harmonic mode sum to exp(−f/T), with f its free energy

The theorem concerns one harmonic mode with squared frequency l > 0 at temperature T > 0, in units where ħ = k_B = 1. Its levels are taken as (k + 1/2)√l for k = 0, 1, 2, …, and its free energy is defined as f = T log(2 sinh(√l/(2T))). The statement is that the infinite series of Boltzmann factors exp(−(k + 1/2)√l/T) converges to exp(−f/T). The attempt sets x = √l/(2T), recognises a geometric series with first term exp(−x) and ratio exp(−2x), and tries to match its terms and its sum with those in the statement.

As first written in Lean, the proof fails:

```lean
import Mathlib

open Matrix
open scoped ComplexOrder

namespace HasSumBoltzmann

noncomputable section

/-- Free energy of one harmonic mode with squared frequency `l > 0` at temperature `T > 0`,
in units where `ħ = k_B = 1`. -/
def modeFreeEnergy (T l : ℝ) : ℝ :=
  T * Real.log (2 * Real.sinh (√l / (2 * T)))

/-- For `T > 0` and `l > 0`, the Boltzmann factors of the oscillator levels `(k + 1/2) √l`
sum to `exp (-f / T)`, where `f` is the mode free energy. -/
theorem hasSum_boltzmann {T l : ℝ} (hT : 0 < T) (hl : 0 < l) :
    HasSum (fun k : ℕ => Real.exp (-((k + 1 / 2) * √l) / T))
      (Real.exp (-modeFreeEnergy T l / T)) := by
  obtain ⟨x, hx⟩ : ∃ x, x = √l / (2 * T) := ⟨_, rfl⟩
  have hx0 : 0 < x := by rw [hx]; positivity
  have hS : 0 < 2 * Real.sinh x := mul_pos two_pos (Real.sinh_pos_iff.mpr hx0)
  -- the levels are equally spaced, so the sum is geometric
  have hg := (hasSum_geometric_of_lt_one (Real.exp_pos (-(2 * x))).le
    (Real.exp_lt_one (by linarith))).mul_left (Real.exp (-x))
  convert hg using 1
  · ext k
    rw [← Real.exp_nat_mul, ← Real.exp_add]
    congr 1
    rw [hx]
    field_simp <;> ring
  · have hf : -modeFreeEnergy T l / T = -Real.log (2 * Real.sinh x) := by
      rw [modeFreeEnergy, ← hx]
      field_simp
    have e1 : Real.exp (-x) * Real.exp x = 1 := by
      rw [← Real.exp_add]; simp
    have e2 : Real.exp (-(2 * x)) = Real.exp (-x) * Real.exp (-x) := by
      rw [← Real.exp_add]; congr 1; ring
    have h : 1 - Real.exp (-(2 * x)) = Real.exp (-x) * (2 * Real.sinh x) := by
      rw [Real.sinh_eq, e2]
      linear_combination -e1
    rw [hf, Real.exp_neg, Real.exp_log hS, h, mul_inv,
      mul_inv_cancel_left₀ (Real.exp_pos (-x)).ne']

end

end HasSumBoltzmann
```

Lean reports:

```
Main.lean:25:5: error(lean.unknownIdentifier): Unknown constant `Real.exp_lt_one`
Main.lean:28:8: error: Tactic `rewrite` failed: Did not find an occurrence of the pattern
  Real.exp ?x ^ ?n
in the target expression
  k + x✝ = k + x✝

case e'_3
T l : ℝ
hT : 0 < T
hl : 0 < l
x : ℝ
hx : x = √l / (2 * T)
hx0 : 0 < x
hS : 0 < 2 * Real.sinh x
hg : HasSum (fun i => Real.exp (-x) * Real.exp (-(2 * x)) ^ i) (Real.exp (-x) * (1 - Real.exp (-(2 * x)))⁻¹)
k x✝ : ℝ
⊢ k + x✝ = k + x✝
Main.lean:42:8: error: Tactic `rewrite` failed: Did not find an occurrence of the pattern
  -modeFreeEnergy T l / T
in the target expression
  (fun k => Real.exp (-((↑k + 1 / 2) * √l) / T)) = fun i => Real.exp (-x) * Real.exp (-(2 * x)) ^ i

case e'_5
T l : ℝ
hT : 0 < T
hl : 0 < l
x : ℝ
hx : x = √l / (2 * T)
hx0 : 0 < x
hS : 0 < 2 * Real.sinh x
hg : HasSum (fun i => Real.exp (-x) * Real.exp (-(2 * x)) ^ i) (Real.exp (-x) * (1 - Real.exp (-(2 * x)))⁻¹)
hf : -modeFreeEnergy T l / T = -Real.log (2 * Real.sinh x)
e1 : Real.exp (-x) * Real.exp x = 1
e2 : Real.exp (-(2 * x)) = Real.exp (-x) * Real.exp (-x)
h : 1 - Real.exp (-(2 * x)) = Real.exp (-x) * (2 * Real.sinh x)
⊢ (fun k => Real.exp (-((↑k + 1 / 2) * √l) / T)) = fun i => Real.exp (-x) * Real.exp (-(2 * x)) ^ i
Main.lean:19:46: error: unsolved goals
case e'_6
T l : ℝ
hT : 0 < T
hl : 0 < l
x : ℝ
hx : x = √l / (2 * T)
hx0 : 0 < x
hS : 0 < 2 * Real.sinh x
hg : HasSum (fun i => Real.exp (-x) * Real.exp (-(2 * x)) ^ i) (Real.exp (-x) * (1 - Real.exp (-(2 * x)))⁻¹)
⊢ Real.exp (-modeFreeEnergy T l / T) = Real.exp (-x) * (1 - Real.exp (-(2 * x)))⁻¹
```

Diagnosis. The first error is a missing name: Lean knows no `Real.exp_lt_one`. The repair gets the bound from the equivalence `Real.exp_lt_one_iff`.

The other three errors share one cause. The proof expects two goals from `convert hg using 1`, the terms and the sum, but three arrive. The extra one comes first and asks that two additive structures on ℝ agree; `ext k` turns it into `k + x✝ = k + x✝`, where there is no exponential to rewrite. The second bullet then receives the equation between terms, so `rw [hf]` finds no free energy, and the equation between sums is left unsolved.

The repair states the two intended equations as `hfun` and `hval`, rewrites with them, and closes with `exact hg`, which accepts the two additive structures as equal by definition.

Lean never reached the old `field_simp <;> ring` or the rewrites after `hf`, so the messages do not show whether their changes were needed. `ring` alone now does the algebra, and the arguments given to `Real.exp_neg` and `mul_inv` fix which terms are rewritten.

This version goes through:

```diff
@@ -23,12 +23,15 @@
   -- the levels are equally spaced, so the sum is geometric
   have hg := (hasSum_geometric_of_lt_one (Real.exp_pos (-(2 * x))).le
-    (Real.exp_lt_one (by linarith))).mul_left (Real.exp (-x))
-  convert hg using 1
-  · ext k
+    (Real.exp_lt_one_iff.mpr (by linarith))).mul_left (Real.exp (-x))
+  have hfun : (fun k : ℕ => Real.exp (-((k + 1 / 2) * √l) / T)) =
+      fun k : ℕ => Real.exp (-x) * Real.exp (-(2 * x)) ^ k := by
+    funext k
     rw [← Real.exp_nat_mul, ← Real.exp_add]
     congr 1
     rw [hx]
-    field_simp <;> ring
-  · have hf : -modeFreeEnergy T l / T = -Real.log (2 * Real.sinh x) := by
+    ring
+  have hval : Real.exp (-modeFreeEnergy T l / T) =
+      Real.exp (-x) * (1 - Real.exp (-(2 * x)))⁻¹ := by
+    have hf : -modeFreeEnergy T l / T = -Real.log (2 * Real.sinh x) := by
       rw [modeFreeEnergy, ← hx]
       field_simp
@@ -40,6 +43,8 @@
       rw [Real.sinh_eq, e2]
       linear_combination -e1
-    rw [hf, Real.exp_neg, Real.exp_log hS, h, mul_inv,
-      mul_inv_cancel_left₀ (Real.exp_pos (-x)).ne']
+    rw [hf, Real.exp_neg (Real.log (2 * Real.sinh x)), Real.exp_log hS, h,
+      mul_inv (Real.exp (-x)), mul_inv_cancel_left₀ (Real.exp_pos (-x)).ne']
+  rw [hfun, hval]
+  exact hg
 
 end
```
